# For free fermions with nonzero single-particle entanglement energies, the many-body entanglement gap is the smallest $|e_k|$

**Q:** Before I object to anything, what are the objects, and which sign convention is in force?

**A:** There is a finite set of independent fermionic modes, the type `ι` in Lean. Each mode $k$ has a real single-particle entanglement energy $e_k$, written `e k`.

```lean
import Mathlib

open Finset
open scoped symmDiff

namespace ManyBodyEntanglementGap

noncomputable section

variable {ι : Type*} [Fintype ι] [DecidableEq ι]
```

A many-body level is specified by the set $S$ of occupied modes, a `Finset ι`. Pauli exclusion is built in, since a mode is either in $S$ or not. The energy of the level is $E(S)=\sum_{k\in S}e_k$, with the empty level at zero.

```lean
/-- The many-body entanglement energy of the level in which exactly the modes in `S`
are occupied. -/
def energy (e : ι → ℝ) (S : Finset ι) : ℝ := ∑ k ∈ S, e k
```

The Fermi sea is $S_0=\{k : e_k<0\}$. The inequality is strict, so a mode with $e_k=0$ counts as empty.

```lean
/-- The set of modes with negative single-particle entanglement energy. -/
def fermiSea (e : ι → ℝ) : Finset ι := univ.filter (fun k => e k < 0)
```

Finally, `minAbs e` is $\min_k|e_k|$. It needs at least one mode, which is what `[Nonempty ι]` says.

```lean
/-- The smallest absolute value among the single-particle entanglement energies. -/
def minAbs [Nonempty ι] (e : ι → ℝ) : ℝ := univ.inf' univ_nonempty (fun k => |e k|)
```

**Q:** Nothing so far shows that the Fermi sea is a ground state. Where does that enter?

**A:** Through the cost of leaving it. Compare $E(S)$ with $E(S_0)$ one mode at a time.

- If $e_k<0$, the mode is filled in $S_0$. It contributes $0$ to the difference when $k\in S$, and $-e_k=|e_k|$ when $k\notin S$.
- If $e_k\ge 0$, the mode is empty in $S_0$. It contributes $e_k=|e_k|$ when $k\in S$, and $0$ otherwise.

Only modes whose occupation differs contribute. They form the symmetric difference $S\,\triangle\,S_0$, written `S ∆ fermiSea e`, so

$$E(S)-E(S_0)=\sum_{k\in S\triangle S_0}|e_k| .$$

Holes and particles both cost a non-negative amount. The Lean proof follows the same table: `h` rewrites each sum as a sum over all modes with an if-then-else, and the two `by_cases` splits treat the sign of $e_k$ and the occupation of $k$ in $S$.

```lean
/-- The excitation energy above the Fermi sea is the sum of `|e k|` over the modes whose
occupation differs from that in the Fermi sea. -/
theorem energy_sub_fermiSea (e : ι → ℝ) (S : Finset ι) :
    energy e S - energy e (fermiSea e) = ∑ k ∈ S ∆ fermiSea e, |e k| := by
  -- write every sum as a sum over all modes and compare mode by mode
  have h : ∀ (T : Finset ι) (f : ι → ℝ),
      ∑ k ∈ T, f k = ∑ k, if k ∈ T then f k else 0 := by
    intro T f
    simp
  unfold energy
  rw [h S e, h (fermiSea e) e, h (S ∆ fermiSea e) (fun k => |e k|), ← sum_sub_distrib]
  refine sum_congr rfl fun k _ => ?_
  have hm : k ∈ fermiSea e ↔ e k < 0 := by simp [fermiSea]
  by_cases hk : e k < 0
  · have ha := abs_of_neg hk
    by_cases hS : k ∈ S <;> simp [mem_symmDiff, hm, hS, hk, ha]
  · have ha := abs_of_nonneg (not_lt.mp hk)
    by_cases hS : k ∈ S <;> simp [mem_symmDiff, hm, hS, hk, ha]
```

**Q:** Can every single mode be flipped on its own? With a fixed particle number it could not.

**A:** Here it can, because $S$ ranges over all subsets. The level $\{k\}\,\triangle\,S_0$ differs from $S_0$ in mode $k$ alone and costs $|e_k|$. In the proof, taking the symmetric difference with $S_0$ a second time leaves $\{k\}$, and the sum has one term.

```lean
/-- Starting from the Fermi sea, flipping the occupation of any one mode `k` gives a different
level, at excitation energy `|e k|`. -/
theorem single_flip (e : ι → ℝ) (k : ι) :
    ({k} : Finset ι) ∆ fermiSea e ≠ fermiSea e ∧
      energy e (({k} : Finset ι) ∆ fermiSea e) - energy e (fermiSea e) = |e k| := by
  constructor
  · intro h
    have hk := Finset.ext_iff.mp h k
    simp only [mem_symmDiff, mem_singleton] at hk
    tauto
  · rw [energy_sub_fermiSea, symmDiff_symmDiff_cancel_right, sum_singleton]
```

Your worry does mark a restriction: the gap below compares levels of different particle number. A gap within one particle-number sector is a different quantity.

**Q:** Then when is $S_0$ the only lowest level?

**A:** Exactly when no $e_k$ vanishes. We first need that two different levels differ in at least one mode.

```lean
lemma flipped_nonempty {S T : Finset ι} (h : S ≠ T) : (S ∆ T).Nonempty :=
  nonempty_iff_ne_empty.mpr fun h0 => h (symmDiff_eq_bot.mp h0)
```

If all $e_k\neq0$ and $S\neq S_0$, the cost is a nonempty sum of positive numbers, hence $E(S_0)<E(S)$. Conversely, if some $e_k=0$, flipping that mode gives another level at the same energy, and uniqueness fails. The two directions of the Lean proof use `sum_pos` and `single_flip` respectively.

```lean
/-- The Fermi sea is the unique level of lowest energy if and only if no single-particle
entanglement energy vanishes. -/
theorem unique_ground_iff (e : ι → ℝ) :
    (∀ S, S ≠ fermiSea e → energy e (fermiSea e) < energy e S) ↔ ∀ k, e k ≠ 0 := by
  constructor
  · intro h k hk
    -- flipping a zero mode would cost nothing
    obtain ⟨hne, hE⟩ := single_flip e k
    have hlt := h _ hne
    rw [hk, abs_zero] at hE
    linarith
  · intro he S hS
    have hpos : 0 < ∑ k ∈ S ∆ fermiSea e, |e k| :=
      sum_pos (fun k _ => abs_pos.mpr (he k)) (flipped_nonempty hS)
    have hE := energy_sub_fermiSea e S
    linarith
```

**Q:** And the gap itself? I would want a value that some level actually reaches, not just a bound.

**A:** `IsLeast` says that the number belongs to the set and lies below all its elements. The set contains the differences $E(S)-E(S_0)$ for all $S\neq S_0$. To reach the minimum, flip a mode with the smallest $|e_k|$. For the bound, take any $S\neq S_0$ and any flipped mode $k$. The remaining terms are non-negative, so

$$\min_j|e_j|\le |e_k|\le\sum_{j\in S\triangle S_0}|e_j| .$$

These two inequalities are `h1` and `h2`.

```lean
/-- The least energy difference between another level and the Fermi sea is the smallest
`|e k|`; zero modes are allowed here. -/
theorem least_excitation [Nonempty ι] (e : ι → ℝ) :
    IsLeast {Δ : ℝ | ∃ S, S ≠ fermiSea e ∧ Δ = energy e S - energy e (fermiSea e)}
      (minAbs e) := by
  constructor
  · -- flip the softest mode
    obtain ⟨k, _, hk⟩ := exists_mem_eq_inf' (univ_nonempty (α := ι)) (fun k => |e k|)
    obtain ⟨hne, hE⟩ := single_flip e k
    exact ⟨_, hne, by rw [hE]; exact hk⟩
  · rintro _ ⟨S, hS, rfl⟩
    -- at least one mode is flipped, and it alone costs at least the minimum
    obtain ⟨k, hk⟩ := flipped_nonempty hS
    rw [energy_sub_fermiSea]
    have h1 : minAbs e ≤ |e k| := inf'_le (fun k => |e k|) (mem_univ k)
    have h2 : |e k| ≤ ∑ j ∈ S ∆ fermiSea e, |e j| :=
      single_le_sum (f := fun j => |e j|) (fun j _ => abs_nonneg (e j)) hk
    exact h1.trans h2
```

Zero modes are allowed in that theorem, in which case the least difference is $0$. If they are excluded, the results combine into the main statement: $S_0$ is the unique minimizer, the smallest excitation is $\min_k|e_k|$, and this number is positive.

```lean
/-- **Many-body entanglement gap.** For nonzero single-particle entanglement energies the
Fermi sea is the unique lowest level, and the smallest excitation energy above it is the
smallest `|e k|`, which is positive. -/
theorem many_body_entanglement_gap [Nonempty ι] (e : ι → ℝ) (he : ∀ k, e k ≠ 0) :
    (∀ S, S ≠ fermiSea e → energy e (fermiSea e) < energy e S) ∧
    IsLeast {Δ : ℝ | ∃ S, S ≠ fermiSea e ∧ Δ = energy e S - energy e (fermiSea e)}
      (minAbs e) ∧
    0 < minAbs e := by
  refine ⟨(unique_ground_iff e).mpr he, least_excitation e, ?_⟩
  unfold minAbs
  exact (lt_inf'_iff _).mpr fun k _ => abs_pos.mpr (he k)
```

**Q:** Test it on the smallest system.

**A:** With one mode of energy $e\neq0$ there are two levels, at $0$ and $e$. The lower one is $S_0$ and the gap is $|e|$. With no modes there is only the empty level and nothing to excite, hence the requirement of at least one mode.

**Q:** Could a cheap two-mode excitation tie with the softest single flip?

**A:** Not when all energies are nonzero. If $k$ and $j\ne k$ are both flipped, the cost is at least $|e_k|+|e_j|>|e_k|\ge\min_i|e_i|$. So the first excited levels are precisely the single flips of modes with smallest $|e_k|$, and the degeneracy of the first excited energy is the number of such modes. In Lean, `add_sum_erase` separates mode $k$ from the sum, and the positive term $|e_j|$ gives the contradiction.

```lean
/-- For nonzero single-particle energies, the levels at the gap are exactly those obtained
from the Fermi sea by flipping one mode of smallest `|e k|`. -/
theorem first_excited_iff [Nonempty ι] (e : ι → ℝ) (he : ∀ k, e k ≠ 0) (S : Finset ι) :
    (S ≠ fermiSea e ∧ energy e S - energy e (fermiSea e) = minAbs e) ↔
      ∃ k, |e k| = minAbs e ∧ S = ({k} : Finset ι) ∆ fermiSea e := by
  constructor
  · rintro ⟨hS, hE⟩
    rw [energy_sub_fermiSea] at hE
    obtain ⟨k, hk⟩ := flipped_nonempty hS
    -- a second flipped mode would cost additional energy
    have hD : S ∆ fermiSea e = {k} := by
      refine eq_singleton_iff_unique_mem.mpr ⟨hk, fun j hj => ?_⟩
      by_contra hne
      have h1 : minAbs e ≤ |e k| := inf'_le (fun k => |e k|) (mem_univ k)
      have h2 := add_sum_erase (S ∆ fermiSea e) (fun i => |e i|) hk
      have h3 : |e j| ≤ ∑ i ∈ (S ∆ fermiSea e).erase k, |e i| :=
        single_le_sum (f := fun i => |e i|) (fun i _ => abs_nonneg (e i))
          (mem_erase.mpr ⟨hne, hj⟩)
      have h4 := abs_pos.mpr (he j)

      linarith
    refine ⟨k, ?_, ?_⟩
    · rw [hD, sum_singleton] at hE
      exact hE
    · rw [← hD, symmDiff_symmDiff_cancel_right]
  · rintro ⟨k, hk, rfl⟩
    exact ⟨(single_flip e k).1, (single_flip e k).2.trans hk⟩
```

**Q:** So far this is a statement about subset sums. What makes it about entanglement?

**A:** The link to the spectrum of a reduced density matrix, which characterises the entanglement between the subsystem and the rest when the whole system is in a pure state. For a mixed state, such as a thermal one, the results below still describe the spectrum, but it no longer measures entanglement alone. For a number-conserving free-fermion Gaussian state, the reduced density matrix of a subsystem factorises over independent modes, whose mean occupations $n_k$ are the eigenvalues of the correlation matrix restricted to the subsystem. That factorisation is the physical input; the file contains no fermionic operators and starts from the resulting probabilities, which are the eigenvalues of the reduced density matrix,

$$w(S)=\prod_{k\in S}n_k\prod_{k\notin S}(1-n_k).$$

```lean
/-- The probability that exactly the modes in `S` are occupied, for independent modes with
mean occupations `n k`. -/
def weight (n : ι → ℝ) (S : Finset ι) : ℝ := (∏ k ∈ S, n k) * ∏ k ∈ Sᶜ, (1 - n k)
```

The single-particle entanglement energy is then defined from the occupation by $e_k=\log\frac{1-n_k}{n_k}$. For $0<n_k<1$, a mode has $e_k<0$, and so belongs to the Fermi sea, exactly when it is more than half filled.

```lean
/-- The single-particle entanglement energy `log ((1 - n) / n)` of a mode with mean
occupation `n`. -/
def modeEnergy (n : ι → ℝ) (k : ι) : ℝ := Real.log ((1 - n k) / n k)
```

**Q:** Does that definition reproduce the Boltzmann form, normalisation included?

**A:** Yes, for $0<n_k<1$. The definition gives $e^{-e_k}=n_k/(1-n_k)$, and therefore $1+e^{-e_k}=1/(1-n_k)$. Taking out a factor $1-n_k$ for every mode,

$$w(S)=\prod_k(1-n_k)\prod_{k\in S}\frac{n_k}{1-n_k}=\frac{e^{-E(S)}}{Z},\qquad Z=\prod_k\bigl(1+e^{-e_k}\bigr).$$

The energies $e_k$ are dimensionless, and no physical temperature is involved in their definition. In the proof, `hx` is the single-mode identity, `hZ` evaluates $Z$, and `hE` turns the exponential of a sum into a product.

```lean
/-- For mean occupations strictly between 0 and 1, the weight of a level is its normalised
Boltzmann factor in the many-body entanglement energy. -/
theorem weight_eq_boltzmann (n : ι → ℝ) (hn : ∀ k, 0 < n k ∧ n k < 1) (S : Finset ι) :
    weight n S =
      Real.exp (-energy (modeEnergy n) S) / ∏ k, (1 + Real.exp (-modeEnergy n k)) := by
  have hq : ∀ k, 0 < 1 - n k := fun k => sub_pos.mpr (hn k).2
  have hx : ∀ k, Real.exp (-modeEnergy n k) = n k / (1 - n k) := by
    intro k
    rw [modeEnergy, Real.exp_neg, Real.exp_log (div_pos (hq k) (hn k).1), inv_div]
  -- the partition function is the inverse weight of the empty level
  have hZ : ∏ k, (1 + Real.exp (-modeEnergy n k)) = (∏ k, (1 - n k))⁻¹ := by
    rw [← prod_inv_distrib]
    refine prod_congr rfl fun k _ => ?_
    rw [hx, inv_eq_one_div, eq_div_iff (hq k).ne', add_mul, div_mul_cancel₀ _ (hq k).ne']
    ring
  have hE : Real.exp (-energy (modeEnergy n) S) =
      (∏ k ∈ S, n k) / ∏ k ∈ S, (1 - n k) := by
    rw [energy, ← sum_neg_distrib, Real.exp_sum, ← prod_div_distrib]
    exact prod_congr rfl fun k _ => hx k
  have hb : ∏ k ∈ S, (1 - n k) ≠ 0 := (prod_pos fun k _ => hq k).ne'
  rw [hE, hZ, weight, ← prod_mul_prod_compl S (fun k => 1 - n k), div_inv_eq_mul,
    ← mul_assoc, div_mul_cancel₀ _ hb]
```

The condition $0<n_k<1$ excludes modes that are completely filled or completely empty, whose entanglement energies would be infinite.

**Q:** What would I see in the density-matrix spectrum?

**A:** In a ratio of weights $Z$ cancels, leaving $w(S)/w(S_0)=e^{-(E(S)-E(S_0))}$. The exponential reverses the order, so the least excitation becomes the greatest ratio:

$$\max_{S\neq S_0}\frac{w(S)}{w(S_0)}=e^{-\min_k|e_k|}.$$

Lean's `IsGreatest` again includes that the value is reached. The proof obtains the optimal level from `least_excitation` and carries its lower bound through the exponential. A half-filled mode, $n_k=\tfrac12$, is permitted and gives the ratio $1$.

```lean
/-- For mean occupations strictly between 0 and 1, the largest ratio of the weight of another
level to that of the Fermi sea is `exp (-min |e k|)`. -/
theorem greatest_weight_ratio [Nonempty ι] (n : ι → ℝ) (hn : ∀ k, 0 < n k ∧ n k < 1) :
    IsGreatest {r : ℝ | ∃ S, S ≠ fermiSea (modeEnergy n) ∧
        r = weight n S / weight n (fermiSea (modeEnergy n))}
      (Real.exp (-minAbs (modeEnergy n))) := by
  have hZ : ∏ k, (1 + Real.exp (-modeEnergy n k)) ≠ 0 :=
    (prod_pos fun k _ => by positivity).ne'
  -- the normalisation cancels in the ratio
  have hr : ∀ S, weight n S / weight n (fermiSea (modeEnergy n)) =
      Real.exp (-(energy (modeEnergy n) S
        - energy (modeEnergy n) (fermiSea (modeEnergy n)))) := by
    intro S
    rw [weight_eq_boltzmann n hn S, weight_eq_boltzmann n hn (fermiSea (modeEnergy n)),
      div_div_div_cancel_right₀ hZ, ← Real.exp_sub]
    congr 1
    ring
  obtain ⟨⟨S, hS, hE⟩, hmin⟩ := least_excitation (modeEnergy n)
  constructor
  · exact ⟨S, hS, by rw [hr, ← hE]⟩
  · rintro _ ⟨T, hT, rfl⟩
    rw [hr]
    exact Real.exp_le_exp.mpr (neg_le_neg (hmin ⟨T, hT, rfl⟩))

end

end ManyBodyEntanglementGap
```

```lean
#print axioms ManyBodyEntanglementGap.many_body_entanglement_gap
-- 'ManyBodyEntanglementGap.many_body_entanglement_gap' depends on axioms: [propext, Classical.choice, Quot.sound]
#print axioms ManyBodyEntanglementGap.first_excited_iff
-- 'ManyBodyEntanglementGap.first_excited_iff' depends on axioms: [propext, Classical.choice, Quot.sound]
#print axioms ManyBodyEntanglementGap.greatest_weight_ratio
-- 'ManyBodyEntanglementGap.greatest_weight_ratio' depends on axioms: [propext, Classical.choice, Quot.sound]
```

**Q:** Show me numbers.

**A:** Take two modes with $n_1=\tfrac34$ and $n_2=\tfrac13$. Then $e_1=-\log3$ and $e_2=\log2$, so $S_0=\{1\}$ and the predicted gap is $\log2$.

| $S$ | $E(S)-E(S_0)$ | $w(S)$ |
|---|---|---|
| $\{1\}$ | $0$ | $1/2$ |
| $\{1,2\}$ | $\log2$ | $1/4$ |
| $\varnothing$ | $\log3$ | $1/6$ |
| $\{2\}$ | $\log6$ | $1/12$ |

The weights add to $1$. The second largest is half the largest, in agreement with $e^{-\log2}=\tfrac12$.

**Q:** Where would I use this, and where would I be wrong to?

**A:** For a number-conserving free-fermion Gaussian state and a subsystem with finitely many modes, all with $0<n_k<1$, it gives the ratio of the two largest eigenvalues of the reduced density matrix from the occupations $n_k$ alone, without listing all $2^m$ levels of $m$ modes. With interactions, the entanglement energies need not be sums of single-mode terms, and the argument no longer applies as it stands.
